# Site-path expansion of the scattering path operator of a finite one-channel cluster, with an error bound for ‖Tg‖ < 1

Q: Your formal statement treats a scattering path as a function from the step numbers 0, …, n to the sites of a cluster. To me a path is a wave leaving an atom, bouncing off its neighbours and coming back. Does a list of sites hold enough of that?

A: It does once the energy is fixed and each site scatters in a single channel, as in an s-wave model. Site i then has one complex amplitude t(i), and free flight between sites i and j has one complex factor g(i,j). All interference is carried by these numbers, so the list of sites p(0), …, p(n) determines the contribution of the path. The sites form a finite type `ι`, and a path with n steps is a function `Fin (n + 1) → ι`: n flights, n + 1 scatterings.

```lean
import Mathlib

open Finset Filter Topology
open scoped Matrix.Norms.L2Operator

namespace ClusterPathExpansion

noncomputable section

variable {ι : Type*} [Fintype ι] [DecidableEq ι]
```

Q: Which lists are allowed?

A: Those with p(0) = i, p(n) = j and p(k) ≠ p(k+1) at every step. A site may be revisited later, but not immediately. For n = 0 there is one path if i = j and none otherwise.

```lean
/-- The `n`-step site paths from `i` to `j` in which consecutive sites differ. -/
def sitePaths (n : ℕ) (i j : ι) : Finset (Fin (n + 1) → ι) :=
  univ.filter fun p => p 0 = i ∧ p (Fin.last n) = j ∧ ∀ k : Fin n, p k.castSucc ≠ p k.succ
```

Q: And the contribution of one path?

A: It is the product you would write down yourself:

t(p(0)) g(p(0),p(1)) t(p(1)) ⋯ g(p(n−1),p(n)) t(p(n))

The code groups each t with the flight that follows it and puts the last t at the end. The factors are in matrix order. If the matrices act on a column of incoming amplitudes, the wave meets site j first and site i last, so "from i to j" is the reading direction of the product.

```lean
/-- The amplitude of a path: a factor `t` for each site visited and a factor `g` for each
flight between successive sites. -/
def pathAmplitude (t : ι → ℂ) (g : Matrix ι ι ℂ) {n : ℕ} (p : Fin (n + 1) → ι) : ℂ :=
  (∏ k : Fin n, t (p k.castSucc) * g (p k.castSucc) (p k.succ)) * t (p (Fin.last n))
```

Q: What are these paths supposed to add up to?

A: To the scattering path operator. Let T be the diagonal matrix with entries t(i), written `Matrix.diagonal t`. Then

τ = (T⁻¹ − g)⁻¹

which fixes the sign convention for g. Its entry with i = j at the absorbing atom is a one-channel counterpart, for a finite cluster with fixed atoms, of the site-diagonal block that appears in multiple-scattering theories of X-ray absorption fine structure.

```lean
/-- The scattering path operator `(t⁻¹ - g)⁻¹` of the cluster, for nonzero site amplitudes `t`
and invertible `t⁻¹ - g`. -/
def scatteringPathOperator (t : ι → ℂ) (g : Matrix ι ι ℂ) : Matrix ι ι ℂ :=
  ((Matrix.diagonal t)⁻¹ - g)⁻¹
```

Q: Lean's matrix inverse returns zero for a singular matrix. Could τ be meaningless?

A: Not under the hypotheses of the error bound, where T⁻¹ − g is proved to be invertible. We get to that below. The path counting comes first, and it needs no inverse at all.

Q: Then show me the counting.

A: Split off the leftmost scattering. Since (Tg)ⁿ⁺¹T = Tg · (Tg)ⁿT, the entries obey

[(Tg)ⁿ⁺¹T](i,j) = Σ_x t(i) g(i,x) [(Tg)ⁿT](x,j)

The amplitudes obey the same rule: putting a site in front of a path multiplies its amplitude by one t and one g. This is the first lemma, where `Fin.cons` puts the site in front.

```lean
omit [Fintype ι] [DecidableEq ι] in
/-- Putting a site `x` in front of a path multiplies its amplitude by the scattering at `x` and
the flight from `x` to the old first site. -/
theorem pathAmplitude_cons (t : ι → ℂ) (g : Matrix ι ι ℂ) {n : ℕ} (x : ι)
    (p : Fin (n + 1) → ι) :
    pathAmplitude t g (Fin.cons (α := fun _ => ι) x p)
      = t x * g x (p 0) * pathAmplitude t g p := by
  have h1 : ∀ k : Fin n, Fin.cons (α := fun _ => ι) x p k.succ.castSucc = p k.castSucc :=
    fun k => by rw [← Fin.succ_castSucc, Fin.cons_succ]
  have h2 : Fin.cons (α := fun _ => ι) x p (Fin.last (n + 1)) = p (Fin.last n) := by
    rw [← Fin.succ_last, Fin.cons_succ]
  simp only [pathAmplitude, Fin.prod_univ_succ, Fin.castSucc_zero, Fin.cons_zero,
    Fin.cons_succ, h1, h2]
  ring
```

At n = 0 the entry is T(i,j), which is t(i) if i = j and zero otherwise, in agreement with the single path of no steps. Induction on n then gives the sum over all paths, repeats included. The starting site has to stay free in the induction (`generalizing i`), because the recursion moves it from i to x. The auxiliary fact `hsplit` splits a sum over long paths into a sum over the first site and a sum over the rest.

```lean
/-- The `(i, j)` entry of `(t g)ⁿ t` is the sum of the amplitudes of all `n`-step paths from `i`
to `j`, repeats included. -/
theorem scattering_term_eq_sum_all_paths (t : ι → ℂ) (g : Matrix ι ι ℂ) (n : ℕ) (i j : ι) :
    ((Matrix.diagonal t * g) ^ n * Matrix.diagonal t) i j
      = ∑ p : Fin (n + 1) → ι,
          if p 0 = i ∧ p (Fin.last n) = j then pathAmplitude t g p else 0 := by
  induction n generalizing i with
  | zero =>
    -- a path without steps is a single site
    let e : ι ≃ (Fin 1 → ι) :=
      { toFun := fun x _ => x
        invFun := fun p => p 0
        left_inv := fun _ => rfl
        right_inv := fun p => funext fun k => congrArg p (Subsingleton.elim 0 k) }
    rw [pow_zero, one_mul, ← e.sum_comp]
    simp [e, pathAmplitude, Matrix.diagonal_apply, ite_and]
  | succ n ih =>
    -- split off the first site of the path
    have hsplit : ∀ f : (Fin (n + 2) → ι) → ℂ,
        ∑ p, f p = ∑ x, ∑ p : Fin (n + 1) → ι, f (Fin.cons (α := fun _ => ι) x p) := by
      intro f
      let e : ι × (Fin (n + 1) → ι) ≃ (Fin (n + 2) → ι) := Fin.consEquiv (fun _ => ι)
      rw [← e.sum_comp, Fintype.sum_prod_type]
      rfl
    have hlast : ∀ (x : ι) (p : Fin (n + 1) → ι),
        Fin.cons (α := fun _ => ι) x p (Fin.last (n + 1)) = p (Fin.last n) := by
      intro x p
      rw [← Fin.succ_last, Fin.cons_succ]
    rw [pow_succ', mul_assoc, Matrix.mul_apply, hsplit]
    simp only [ih, Matrix.diagonal_mul, pathAmplitude_cons, Fin.cons_zero, hlast,
      Finset.mul_sum]
    rw [Finset.sum_comm]
    conv_rhs => rw [Finset.sum_comm]
    refine Finset.sum_congr rfl fun p _ => ?_
    by_cases hp : p (Fin.last n) = j <;> simp [hp]
```

Q: You forbade immediate repeats, and now they are back.

A: They contribute nothing. If p(k) = p(k+1), the product contains g(p(k),p(k)), and g has zero diagonal. That condition stands for the physics you would expect: repeated scattering inside one site is already contained in t, so g describes only flights between different sites. The proof separates paths with and without a repeat, and finds the vanishing factor in the first kind.

```lean
/-- If `g` has zero diagonal, the `(i, j)` entry of `(t g)ⁿ t` is the sum of the amplitudes of
the `n`-step paths from `i` to `j` without consecutive repeats. -/
theorem scattering_term_eq_sum_paths (t : ι → ℂ) (g : Matrix ι ι ℂ) (hg : ∀ i, g i i = 0)
    (n : ℕ) (i j : ι) :
    ((Matrix.diagonal t * g) ^ n * Matrix.diagonal t) i j
      = ∑ p ∈ sitePaths n i j, pathAmplitude t g p := by
  rw [scattering_term_eq_sum_all_paths, sitePaths, Finset.sum_filter]
  refine Finset.sum_congr rfl fun p _ => ?_
  by_cases hr : ∀ k : Fin n, p k.castSucc ≠ p k.succ
  · simp [hr]
  · -- a repeated site contributes a vanishing factor of `g`
    obtain ⟨k, hk⟩ := not_forall.mp hr
    have hk' : p k.castSucc = p k.succ := not_not.mp hk
    have h0 : pathAmplitude t g p = 0 := by
      unfold pathAmplitude
      rw [Finset.prod_eq_zero (Finset.mem_univ k) (by rw [hk', hg, mul_zero]), zero_mul]
    simp [h0]
```

Q: Give me a term I can recognise.

A: Take closed paths with two steps, from i to another site k and back:

Σ_{k≠i} t(i) g(i,k) t(k) g(k,i) t(i)

This is single backscattering. Closed paths with one step do not exist, since the step would have to stay at i.

```lean
/-- If `g` has zero diagonal, the closed two-step paths from site `i` give the single
backscattering sum over all other sites `k`. -/
theorem backscattering_term (t : ι → ℂ) (g : Matrix ι ι ℂ) (hg : ∀ i, g i i = 0) (i : ι) :
    ∑ p ∈ sitePaths 2 i i, pathAmplitude t g p
      = ∑ k ∈ univ.erase i, t i * g i k * t k * g k i * t i := by
  rw [← scattering_term_eq_sum_paths t g hg, Finset.sum_erase]
  · rw [Matrix.mul_diagonal, pow_two, Matrix.mul_apply, Finset.sum_mul]
    refine Finset.sum_congr rfl fun k _ => ?_
    simp only [Matrix.diagonal_mul]
    ring
  · simp [hg]
```

Q: Now the inverse. Why does it exist?

A: Two more hypotheses come in. Every t(i) is nonzero, so T⁻¹ exists; a site that does not scatter should be left out of the cluster. And

q = ‖Tg‖ < 1

in the operator norm that belongs to the Euclidean length of amplitude vectors, selected by `Matrix.Norms.L2Operator`. Physically, one flight followed by one scattering reduces the length of every nonzero amplitude vector. The condition is assumed and not derived from a potential or a geometry.

By hand, suppose (1 − Tg)v = 0. Then ‖v‖ = ‖Tgv‖ ≤ q‖v‖, so v = 0, and in finite dimension 1 − Tg is invertible. Hence so is

T⁻¹ − g = T⁻¹(1 − Tg)

Multiplying (T⁻¹ − g)τ = 1 by T from the left gives (1 − Tg)τ = T, which is the Dyson equation

τ = T + Tgτ

In the code, `Units.oneSub` supplies the inverse of 1 − Tg, `hfac` is the factorisation, and `IsUnit` in the conclusion says that T⁻¹ − g is invertible.

```lean
/-- For nonzero site amplitudes and `‖t g‖ < 1`, the matrix `t⁻¹ - g` is invertible and the
scattering path operator `τ` obeys the Dyson equation `τ = t + t g τ`. -/
theorem dyson_equation (t : ι → ℂ) (g : Matrix ι ι ℂ) (ht : ∀ i, t i ≠ 0)
    (hq : ‖Matrix.diagonal t * g‖ < 1) :
    IsUnit ((Matrix.diagonal t)⁻¹ - g) ∧
      scatteringPathOperator t g
        = Matrix.diagonal t + Matrix.diagonal t * g * scatteringPathOperator t g := by
  have : CompleteSpace (Matrix ι ι ℂ) := FiniteDimensional.complete ℂ (Matrix ι ι ℂ)
  have hd : IsUnit (Matrix.diagonal t).det := by
    rw [Matrix.det_diagonal, isUnit_iff_ne_zero]
    exact Finset.prod_ne_zero_iff.mpr fun i _ => ht i
  have h1 : IsUnit (1 - Matrix.diagonal t * g) := ⟨Units.oneSub _ hq, rfl⟩
  -- factorise `t⁻¹ - g = t⁻¹ (1 - t g)`
  have hfac : (Matrix.diagonal t)⁻¹ * (1 - Matrix.diagonal t * g)
      = (Matrix.diagonal t)⁻¹ - g := by
    rw [mul_sub, mul_one, ← mul_assoc, Matrix.nonsing_inv_mul _ hd, one_mul]
  have hM : IsUnit ((Matrix.diagonal t)⁻¹ - g) := by
    rw [← hfac]
    exact (Matrix.isUnit_nonsing_inv_iff.mpr
      ((Matrix.isUnit_iff_isUnit_det _).mpr hd)).mul h1
  refine ⟨hM, ?_⟩
  have hinv : ((Matrix.diagonal t)⁻¹ - g) * scatteringPathOperator t g = 1 :=
    Matrix.mul_nonsing_inv _ ((Matrix.isUnit_iff_isUnit_det _).mp hM)
  have h2 : (1 - Matrix.diagonal t * g) * scatteringPathOperator t g = Matrix.diagonal t := by
    have h3 : Matrix.diagonal t * ((Matrix.diagonal t)⁻¹ - g)
        = 1 - Matrix.diagonal t * g := by
      rw [mul_sub, Matrix.mul_nonsing_inv _ hd]
    rw [← h3, mul_assoc, hinv, mul_one]
  rw [sub_mul, one_mul] at h2
  exact sub_eq_iff_eq_add.mp h2
```

Q: How far off am I if I stop at order N?

A: Call the truncated series S_N and insert T = (1 − Tg)τ. The sum telescopes:

S_N = Σ_{n=0}^{N} (Tg)ⁿ T = (1 − (Tg)ᴺ⁺¹) τ

So the remainder is known exactly:

τ − S_N = (Tg)ᴺ⁺¹ τ

The Dyson equation also bounds τ, because ‖τ‖ ≤ ‖T‖ + q‖τ‖ gives ‖τ‖ ≤ ‖T‖/(1 − q). Together,

‖τ − S_N‖ ≤ ‖T‖ qᴺ⁺¹/(1 − q)

These are the steps `hrem` and `hbound` in the proof, and the final `calc` multiplies the two estimates. The zero diagonal of g plays no part here.

```lean
/-- For nonzero site amplitudes and `q = ‖t g‖ < 1`, the multiple-scattering series truncated at
order `N` misses `(t⁻¹ - g)⁻¹` by at most `‖t‖ q^(N+1) / (1 - q)` in operator norm. -/
theorem truncation_error (t : ι → ℂ) (g : Matrix ι ι ℂ) (ht : ∀ i, t i ≠ 0)
    (hq : ‖Matrix.diagonal t * g‖ < 1) (N : ℕ) :
    ‖scatteringPathOperator t g
        - ∑ n ∈ range (N + 1), (Matrix.diagonal t * g) ^ n * Matrix.diagonal t‖
      ≤ ‖Matrix.diagonal t‖ * ‖Matrix.diagonal t * g‖ ^ (N + 1)
          / (1 - ‖Matrix.diagonal t * g‖) := by
  have hdy := (dyson_equation t g ht hq).2
  set A := Matrix.diagonal t * g with hA
  set τ := scatteringPathOperator t g with hτ
  have hD : Matrix.diagonal t = (1 - A) * τ := by
    rw [sub_mul, one_mul]
    exact eq_sub_of_add_eq hdy.symm
  -- the remainder is exactly `(t g)^(N+1) τ`
  have hrem : τ - ∑ n ∈ range (N + 1), A ^ n * Matrix.diagonal t = A ^ (N + 1) * τ := by
    rw [← Finset.sum_mul, hD, ← mul_assoc, geom_sum_mul_neg, sub_mul, one_mul, sub_sub_cancel]
  have hpos : 0 < 1 - ‖A‖ := sub_pos.mpr hq
  -- the Dyson equation bounds `τ` itself
  have hbound : ‖τ‖ ≤ ‖Matrix.diagonal t‖ / (1 - ‖A‖) := by
    have h1 : ‖τ‖ ≤ ‖Matrix.diagonal t‖ + ‖A * τ‖ :=
      (congrArg norm hdy).le.trans (norm_add_le _ _)
    have h2 : ‖A * τ‖ ≤ ‖A‖ * ‖τ‖ := norm_mul_le _ _
    rw [le_div_iff₀ hpos]
    linarith
  rw [hrem]
  calc ‖A ^ (N + 1) * τ‖ ≤ ‖A ^ (N + 1)‖ * ‖τ‖ := norm_mul_le _ _
    _ ≤ ‖A‖ ^ (N + 1) * (‖Matrix.diagonal t‖ / (1 - ‖A‖)) :=
        mul_le_mul (norm_pow_le' A (Nat.succ_pos N)) hbound (norm_nonneg _) (by positivity)
    _ = ‖Matrix.diagonal t‖ * ‖A‖ ^ (N + 1) / (1 - ‖A‖) := by ring
```

Q: That is a statement about a matrix norm. I want the error of one entry, computed from paths.

A: An entry never exceeds the operator norm. With e_j the unit vector at site j,

|B(i,j)| = |(B e_j)(i)| ≤ ‖B e_j‖ ≤ ‖B‖

Apply this to B = τ − S_N and replace each term of the series by its path sum, which brings the zero diagonal back as a hypothesis. The sum over all paths with at most N steps then misses τ(i,j) by no more than the same bound. Setting i = j gives the closed paths. In the code `hentry` is the inequality, with `EuclideanSpace.single j` as e_j.

```lean
/-- For nonzero `t`, zero diagonal of `g` and `q = ‖t g‖ < 1`, summing the paths from `i` to `j`
with at most `N` steps gives the `(i, j)` entry of `(t⁻¹ - g)⁻¹` up to
`‖t‖ q^(N+1) / (1 - q)`. -/
theorem path_sum_error (t : ι → ℂ) (g : Matrix ι ι ℂ) (ht : ∀ i, t i ≠ 0)
    (hg : ∀ i, g i i = 0) (hq : ‖Matrix.diagonal t * g‖ < 1) (N : ℕ) (i j : ι) :
    ‖scatteringPathOperator t g i j
        - ∑ n ∈ range (N + 1), ∑ p ∈ sitePaths n i j, pathAmplitude t g p‖
      ≤ ‖Matrix.diagonal t‖ * ‖Matrix.diagonal t * g‖ ^ (N + 1)
          / (1 - ‖Matrix.diagonal t * g‖) := by
  -- an entry never exceeds the operator norm
  have hentry : ∀ B : Matrix ι ι ℂ, ‖B i j‖ ≤ ‖B‖ := by
    intro B
    have h := (PiLp.norm_apply_le _ i).trans
      (Matrix.l2_opNorm_mulVec B (EuclideanSpace.single j (1 : ℂ)))
    simpa using h
  have h := (hentry _).trans (truncation_error t g ht hq N)
  rw [Matrix.sub_apply, Matrix.sum_apply] at h
  simpa only [scattering_term_eq_sum_paths t g hg] using h
```

Since q < 1, the bound goes to zero as N grows, and the path sums converge to τ(i,j). The proof squeezes the error between zero and the bound.

```lean
/-- For nonzero `t`, zero diagonal of `g` and `‖t g‖ < 1`, the path sums converge to the
corresponding entry of the scattering path operator. -/
theorem path_sum_tendsto (t : ι → ℂ) (g : Matrix ι ι ℂ) (ht : ∀ i, t i ≠ 0)
    (hg : ∀ i, g i i = 0) (hq : ‖Matrix.diagonal t * g‖ < 1) (i j : ι) :
    Tendsto (fun N : ℕ => ∑ n ∈ range (N + 1), ∑ p ∈ sitePaths n i j, pathAmplitude t g p)
      atTop (𝓝 (scatteringPathOperator t g i j)) := by
  have h0 : Tendsto (fun N : ℕ => ‖Matrix.diagonal t‖ * ‖Matrix.diagonal t * g‖ ^ (N + 1)
      / (1 - ‖Matrix.diagonal t * g‖)) atTop
      (𝓝 (‖Matrix.diagonal t‖ * 0 / (1 - ‖Matrix.diagonal t * g‖))) :=
    (((tendsto_pow_atTop_nhds_zero_of_lt_one (norm_nonneg _) hq).comp
      (tendsto_add_atTop_nat 1)).const_mul _).div_const _
  rw [mul_zero, zero_div] at h0
  rw [tendsto_iff_norm_sub_tendsto_zero]
  refine squeeze_zero (fun _ => norm_nonneg _) (fun N => ?_) h0
  rw [norm_sub_rev]
  exact path_sum_error t g ht hg hq N i j

end

end ClusterPathExpansion
```

```lean
#print axioms ClusterPathExpansion.backscattering_term
-- 'ClusterPathExpansion.backscattering_term' depends on axioms: [propext, Classical.choice, Quot.sound]
#print axioms ClusterPathExpansion.path_sum_tendsto
-- 'ClusterPathExpansion.path_sum_tendsto' depends on axioms: [propext, Classical.choice, Quot.sound]
```

Q: Suppose my cluster scatters strongly and q is above 1. What actually goes wrong?

A: Here is an example in pure arithmetic, with numbers not meant to describe real atoms. Take two sites, numbered 1 and 2, with t(1) = t(2) = 1 and g(1,2) = g(2,1) = 2, and keep the diagonal of g at zero. Then q = 2. The matrix T⁻¹ − g has determinant 1 − 4 = −3, so τ exists, and

τ(1,1) = −1/3

The closed paths from site 1 alternate between the two sites. There is one for each even n, with amplitude 2ⁿ, so the partial sums run 1, 1, 5, 5, 21, … and diverge. The operator is perfectly finite, but the partial sums of its path expansion do not approach it. The error formula fails too, since its right-hand side is negative. A value q ≥ 1 does not always mean divergence, however: with g(2,1) = 0 instead, q is still 2, but the series stops after one step.

Q: And what should I not read into the theorems?

A: They take t and g as given numbers at one energy. Solving for t inside a muffin-tin sphere, the angular-momentum matrices of a realistic calculation, thermal disorder and the step from τ to a measured spectrum are all left to the physicist. Within the one-channel finite model, the bound tells you how many steps are enough for a chosen accuracy, once you know ‖T‖ and q. It is a worst-case estimate, so the actual error may be much smaller.
